# The cubic line-search step minimizes the interpolating cubic on a bracket that starts downhill and ends uphill

When a line search in a structure optimization has bracketed a minimum between two geometries with known energies and forces, it can place its next trial geometry at the minimum of the cubic that matches these data. The file below proves that a closed formula gives this point, provided that the energy falls at the left end of the bracket and rises at the right end.

```lean
import Mathlib

open Polynomial

namespace CubicLineSearch

noncomputable section

/-- The polynomial `p` has degree at most three, energies `f0`, `f1` and slopes `g0`, `g1`
at the points `0` and `1` of the search line. -/
structure IsCubicModel (p : ℝ[X]) (f0 f1 g0 g1 : ℝ) : Prop where
  degree_le : p.natDegree ≤ 3
  value_left : p.eval 0 = f0
  value_right : p.eval 1 = f1
  slope_left : (derivative p).eval 0 = g0
  slope_right : (derivative p).eval 1 = g1

/-- The sum of the end slopes minus three times the energy difference. -/
def d₁ (f0 f1 g0 g1 : ℝ) : ℝ := g0 + g1 - 3 * (f1 - f0)

/-- The square root of `d₁ ^ 2 - g0 * g1`. -/
def d₂ (f0 f1 g0 g1 : ℝ) : ℝ := √(d₁ f0 f1 g0 g1 ^ 2 - g0 * g1)

/-- The cubic line-search step computed from two energies and two slopes. -/
def cubicStep (f0 f1 g0 g1 : ℝ) : ℝ :=
  1 - (g1 + d₂ f0 f1 g0 g1 - d₁ f0 f1 g0 g1) / (g1 - g0 + 2 * d₂ f0 f1 g0 g1)

/-- Any two energies and two slopes are matched by an explicit cubic model. -/
theorem isCubicModel_witness (f0 f1 g0 g1 : ℝ) :
    IsCubicModel (C (g0 + g1 - 2 * (f1 - f0)) * X ^ 3 + C (3 * (f1 - f0) - 2 * g0 - g1) * X ^ 2
      + C g0 * X + C f0) f0 f1 g0 g1 := by
  generalize hu : g0 + g1 - 2 * (f1 - f0) = u
  generalize hv : 3 * (f1 - f0) - 2 * g0 - g1 = v
  refine ⟨by compute_degree, by simp, ?_, by simp, ?_⟩
  · simp only [eval_add, eval_mul, eval_C, eval_pow, eval_X]
    linear_combination -hu - hv
  · simp only [derivative_add, derivative_mul, derivative_C, derivative_X_pow, derivative_X,
      eval_add, eval_mul, eval_C, eval_pow, eval_X, eval_zero, eval_one]
    norm_num
    linear_combination -3 * hu - 2 * hv

/-- The end-point energies and slopes determine the energy and the slope of a cubic model
everywhere on the line. -/
theorem model_eval {p : ℝ[X]} {f0 f1 g0 g1 : ℝ} (hp : IsCubicModel p f0 f1 g0 g1) (x : ℝ) :
    p.eval x = f0 + g0 * x - (d₁ f0 f1 g0 g1 + g0) * x ^ 2
      + (g0 + g1 + 2 * d₁ f0 f1 g0 g1) / 3 * x ^ 3 ∧
    (derivative p).eval x = g0 - 2 * (d₁ f0 f1 g0 g1 + g0) * x
      + (g0 + g1 + 2 * d₁ f0 f1 g0 g1) * x ^ 2 := by
  have hd := hp.degree_le
  have hd' := natDegree_derivative_le p
  have e : ∀ y, p.eval y =
      p.coeff 0 + p.coeff 1 * y + p.coeff 2 * y ^ 2 + p.coeff 3 * y ^ 3 := by
    intro y
    rw [eval_eq_sum_range' (show p.natDegree < 4 by omega)]
    simp only [Finset.sum_range_succ, Finset.sum_range_zero]
    ring
  have e' : ∀ y, (derivative p).eval y =
      p.coeff 1 + 2 * p.coeff 2 * y + 3 * p.coeff 3 * y ^ 2 := by
    intro y
    rw [eval_eq_sum_range' (show (derivative p).natDegree < 3 by omega)]
    simp only [Finset.sum_range_succ, Finset.sum_range_zero, coeff_derivative, zero_add,
      Nat.reduceAdd]
    push_cast
    ring
  have v0 := hp.value_left
  have v1 := hp.value_right
  have s0 := hp.slope_left
  have s1 := hp.slope_right
  rw [e] at v0 v1
  rw [e'] at s0 s1
  -- solve the four linear equations for the coefficients
  have c0 : p.coeff 0 = f0 := by linear_combination v0
  have c1 : p.coeff 1 = g0 := by linear_combination s0
  have c2 : p.coeff 2 = -(d₁ f0 f1 g0 g1 + g0) := by
    unfold d₁
    linear_combination 3 * v1 - 3 * v0 - 2 * s0 - s1
  have c3 : p.coeff 3 = (g0 + g1 + 2 * d₁ f0 f1 g0 g1) / 3 := by
    unfold d₁
    linear_combination s0 + s1 - 2 * v1 + 2 * v0
  constructor
  · rw [e, c0, c1, c2, c3]
    ring
  · rw [e', c1, c2, c3]
    ring

/-- If the energy falls at the left end and rises at the right end, then `d₂` exceeds the
absolute value of `d₁`. -/
theorem abs_d₁_lt_d₂ (f0 f1 : ℝ) {g0 g1 : ℝ} (h0 : g0 < 0) (h1 : 0 < g1) :
    |d₁ f0 f1 g0 g1| < d₂ f0 f1 g0 g1 := by
  apply Real.lt_sqrt_of_sq_lt
  rw [sq_abs]
  linarith [mul_neg_of_neg_of_pos h0 h1]

/-- For a falling left end and a rising right end, the cubic step lies strictly inside the
unit bracket. -/
theorem cubicStep_mem (f0 f1 : ℝ) {g0 g1 : ℝ} (h0 : g0 < 0) (h1 : 0 < g1) :
    cubicStep f0 f1 g0 g1 ∈ Set.Ioo (0 : ℝ) 1 := by
  obtain ⟨ha, hb⟩ := abs_lt.mp (abs_d₁_lt_d₂ f0 f1 h0 h1)
  have hN : 0 < g1 - g0 + 2 * d₂ f0 f1 g0 g1 := by linarith
  have hpos := div_pos (show 0 < g1 + d₂ f0 f1 g0 g1 - d₁ f0 f1 g0 g1 by linarith) hN
  have hlt := (div_lt_one hN).mpr
    (show g1 + d₂ f0 f1 g0 g1 - d₁ f0 f1 g0 g1 < g1 - g0 + 2 * d₂ f0 f1 g0 g1 by linarith)
  unfold cubicStep
  constructor <;> linarith

/-- For a falling left end and a rising right end, the cubic step satisfies two linear relations. -/
theorem cubicStep_relations (f0 f1 : ℝ) {g0 g1 : ℝ} (h0 : g0 < 0) (h1 : 0 < g1) :
    (g0 + g1 + 2 * d₁ f0 f1 g0 g1) * cubicStep f0 f1 g0 g1
      = d₂ f0 f1 g0 g1 + d₁ f0 f1 g0 g1 + g0 ∧
    cubicStep f0 f1 g0 g1 * (d₂ f0 f1 g0 g1 - d₁ f0 f1 g0 g1 - g0) = -g0 := by
  obtain ⟨ha, hb⟩ := abs_lt.mp (abs_d₁_lt_d₂ f0 f1 h0 h1)
  have hN : g1 - g0 + 2 * d₂ f0 f1 g0 g1 ≠ 0 := by
    apply ne_of_gt
    linarith
  have hs : d₂ f0 f1 g0 g1 ^ 2 = d₁ f0 f1 g0 g1 ^ 2 - g0 * g1 :=
    Real.sq_sqrt (by nlinarith [mul_neg_of_neg_of_pos h0 h1, sq_nonneg (d₁ f0 f1 g0 g1)])
  have ht : cubicStep f0 f1 g0 g1 * (g1 - g0 + 2 * d₂ f0 f1 g0 g1)
      = d₂ f0 f1 g0 g1 + d₁ f0 f1 g0 g1 - g0 := by
    rw [cubicStep, sub_mul, div_mul_cancel₀ _ hN]
    ring
  constructor
  · apply mul_right_cancel₀ hN
    linear_combination (g0 + g1 + 2 * d₁ f0 f1 g0 g1) * ht - 2 * hs
  · apply mul_right_cancel₀ hN
    linear_combination (d₂ f0 f1 g0 g1 - d₁ f0 f1 g0 g1 - g0) * ht + hs

/-- For a falling left end and a rising right end, the weighted mean of `d₂ - d₁ - g0` and `d₂ + d₁
+ g1` is positive throughout the unit bracket. -/
theorem weight_pos (f0 f1 : ℝ) {g0 g1 x : ℝ} (h0 : g0 < 0) (h1 : 0 < g1)
    (hx : x ∈ Set.Icc (0 : ℝ) 1) :
    0 < (1 - x) * (d₂ f0 f1 g0 g1 - d₁ f0 f1 g0 g1 - g0)
      + x * (d₂ f0 f1 g0 g1 + d₁ f0 f1 g0 g1 + g1) := by
  obtain ⟨ha, hb⟩ := abs_lt.mp (abs_d₁_lt_d₂ f0 f1 h0 h1)
  have hu : 0 < d₂ f0 f1 g0 g1 - d₁ f0 f1 g0 g1 - g0 := by linarith
  have hv : 0 < d₂ f0 f1 g0 g1 + d₁ f0 f1 g0 g1 + g1 := by linarith
  rcases hx.1.eq_or_lt with h | h
  · rw [← h]
    linarith
  · linarith [mul_pos h hv, mul_nonneg (sub_nonneg.mpr hx.2) hu.le]

/-- For a falling left end and a rising right end, the cubic step is the only point of the unit
bracket at which the slope of the model vanishes. -/
theorem slope_eq_zero_iff {p : ℝ[X]} {f0 f1 g0 g1 x : ℝ} (hp : IsCubicModel p f0 f1 g0 g1)
    (h0 : g0 < 0) (h1 : 0 < g1) (hx : x ∈ Set.Icc (0 : ℝ) 1) :
    (derivative p).eval x = 0 ↔ x = cubicStep f0 f1 g0 g1 := by
  obtain ⟨r1, r2⟩ := cubicStep_relations f0 f1 h0 h1
  -- the slope factors through the distance from the step
  have hfac : (derivative p).eval x = (x - cubicStep f0 f1 g0 g1) *
      ((1 - x) * (d₂ f0 f1 g0 g1 - d₁ f0 f1 g0 g1 - g0)
        + x * (d₂ f0 f1 g0 g1 + d₁ f0 f1 g0 g1 + g1)) := by
    rw [(model_eval hp x).2]
    linear_combination x * r1 + r2
  rw [hfac, mul_eq_zero, or_iff_left (weight_pos f0 f1 h0 h1 hx).ne', sub_eq_zero]

/-- For a falling left end and a rising right end, the model energy at any point of the unit bracket
exceeds its value at the cubic step by at least `d₂ / 3` times the squared distance from the step.
-/
theorem quadratic_growth {p : ℝ[X]} {f0 f1 g0 g1 x : ℝ} (hp : IsCubicModel p f0 f1 g0 g1)
    (h0 : g0 < 0) (h1 : 0 < g1) (hx : x ∈ Set.Icc (0 : ℝ) 1) :
    p.eval (cubicStep f0 f1 g0 g1)
      + d₂ f0 f1 g0 g1 / 3 * (x - cubicStep f0 f1 g0 g1) ^ 2 ≤ p.eval x := by
  obtain ⟨r1, r2⟩ := cubicStep_relations f0 f1 h0 h1
  -- the energy difference carries a double zero at the step
  have hfac : p.eval x - p.eval (cubicStep f0 f1 g0 g1) = (x - cubicStep f0 f1 g0 g1) ^ 2 *
      (d₂ f0 f1 g0 g1 + ((1 - x) * (d₂ f0 f1 g0 g1 - d₁ f0 f1 g0 g1 - g0)
        + x * (d₂ f0 f1 g0 g1 + d₁ f0 f1 g0 g1 + g1))) / 3 := by
    rw [(model_eval hp x).1, (model_eval hp (cubicStep f0 f1 g0 g1)).1]
    linear_combination (x - cubicStep f0 f1 g0 g1) *
      ((2 * x + cubicStep f0 f1 g0 g1) / 3 * r1 + r2)
  have hw := mul_nonneg (sq_nonneg (x - cubicStep f0 f1 g0 g1)) (weight_pos f0 f1 h0 h1 hx).le
  linarith

/-- For a falling left end and a rising right end, the cubic step lies inside the unit bracket
and is the unique minimizer of the model energy on it. -/
theorem cubicStep_unique_minimizer {p : ℝ[X]} {f0 f1 g0 g1 : ℝ}
    (hp : IsCubicModel p f0 f1 g0 g1) (h0 : g0 < 0) (h1 : 0 < g1) :
    cubicStep f0 f1 g0 g1 ∈ Set.Ioo (0 : ℝ) 1 ∧
    ∀ x ∈ Set.Icc (0 : ℝ) 1, x ≠ cubicStep f0 f1 g0 g1 →
      p.eval (cubicStep f0 f1 g0 g1) < p.eval x := by
  refine ⟨cubicStep_mem f0 f1 h0 h1, fun x hx hne => ?_⟩
  have hd : 0 < d₂ f0 f1 g0 g1 := (abs_nonneg _).trans_lt (abs_d₁_lt_d₂ f0 f1 h0 h1)
  have hsq : 0 < (x - cubicStep f0 f1 g0 g1) ^ 2 := pow_pos_of_ne hne
  linarith [quadratic_growth hp h0 h1 hx, mul_pos (div_pos hd three_pos) hsq]
where
  pow_pos_of_ne {x t : ℝ} (h : x ≠ t) : 0 < (x - t) ^ 2 :=
    lt_of_le_of_ne (sq_nonneg _) (pow_ne_zero 2 (sub_ne_zero.mpr h)).symm

/-- On any bracket `[a, b]` with a falling left end and a rising right end, the cubic step with
slopes scaled by the bracket length gives the unique minimizer of a polynomial energy of degree
at most three. -/
theorem bracket_unique_minimizer {p : ℝ[X]} {a b t : ℝ} (hd : p.natDegree ≤ 3) (hab : a < b)
    (ha : (derivative p).eval a < 0) (hb : 0 < (derivative p).eval b)
    (ht : t = cubicStep (p.eval a) (p.eval b)
      ((b - a) * (derivative p).eval a) ((b - a) * (derivative p).eval b)) :
    a + (b - a) * t ∈ Set.Ioo a b ∧
    ∀ x ∈ Set.Icc a b, x ≠ a + (b - a) * t → p.eval (a + (b - a) * t) < p.eval x := by
  have hL : 0 < b - a := sub_pos.mpr hab
  -- pull the energy back to the unit bracket
  have hq : IsCubicModel (p.comp (C (b - a) * X + C a)) (p.eval a) (p.eval b)
      ((b - a) * (derivative p).eval a) ((b - a) * (derivative p).eval b) := by
    refine ⟨?_, by simp [eval_comp], by simp [eval_comp], by simp [derivative_comp, eval_comp],
      by simp [derivative_comp, eval_comp]⟩
    rw [natDegree_comp]
    exact (Nat.mul_le_mul hd natDegree_linear_le).trans (by norm_num)
  obtain ⟨hmem, hmin⟩ := cubicStep_unique_minimizer hq
    (mul_neg_of_pos_of_neg hL ha) (mul_pos hL hb)
  rw [← ht] at hmem hmin
  refine ⟨⟨by linarith [mul_pos hL hmem.1], by nlinarith [mul_pos hL (sub_pos.mpr hmem.2)]⟩,
    fun x hx hne => ?_⟩
  have hxy : (b - a) * ((x - a) / (b - a)) + a = x := by
    rw [mul_div_cancel₀ _ hL.ne']
    ring
  have hy : (x - a) / (b - a) ∈ Set.Icc (0 : ℝ) 1 :=
    ⟨div_nonneg (by linarith [hx.1]) hL.le, (div_le_one hL).mpr (by linarith [hx.2])⟩
  have key := hmin _ hy (fun h => hne (by rw [← h]; linarith))
  simp only [eval_comp, eval_add, eval_mul, eval_C, eval_X] at key
  rw [hxy, add_comm ((b - a) * t) a] at key
  exact key

/-- When the left slope is less than the right slope and the energy difference equals the mean of
the two slopes, the cubic step equals the secant step. -/
theorem cubicStep_eq_secant {f0 f1 g0 g1 : ℝ} (hg : g0 < g1)
    (hf : 2 * (f1 - f0) = g0 + g1) :
    cubicStep f0 f1 g0 g1 = -g0 / (g1 - g0) := by
  have hne : g1 - g0 ≠ 0 := (sub_pos.mpr hg).ne'
  have e1 : d₁ f0 f1 g0 g1 = -(g0 + g1) / 2 := by
    unfold d₁
    linear_combination (-3 / 2) * hf
  have e2 : d₂ f0 f1 g0 g1 = (g1 - g0) / 2 := by
    rw [d₂, e1, show (-(g0 + g1) / 2) ^ 2 - g0 * g1 = ((g1 - g0) / 2) ^ 2 by ring]
    exact Real.sqrt_sq (by linarith)
  rw [cubicStep, e1, e2, show g1 + (g1 - g0) / 2 - -(g0 + g1) / 2 = 2 * g1 by ring,
    show g1 - g0 + 2 * ((g1 - g0) / 2) = 2 * (g1 - g0) by ring,
    mul_div_mul_left _ _ (two_ne_zero : (2 : ℝ) ≠ 0), eq_div_iff hne, sub_mul,
    div_mul_cancel₀ _ hne]
  ring

end

end CubicLineSearch
```

```lean
#print axioms CubicLineSearch.slope_eq_zero_iff
-- 'CubicLineSearch.slope_eq_zero_iff' depends on axioms: [propext, Classical.choice, Quot.sound]
#print axioms CubicLineSearch.cubicStep_unique_minimizer
-- 'CubicLineSearch.cubicStep_unique_minimizer' depends on axioms: [propext, Classical.choice, Quot.sound]
#print axioms CubicLineSearch.bracket_unique_minimizer
-- 'CubicLineSearch.bracket_unique_minimizer' depends on axioms: [propext, Classical.choice, Quot.sound]
#print axioms CubicLineSearch.cubicStep_eq_secant
-- 'CubicLineSearch.cubicStep_eq_secant' depends on axioms: [propext, Classical.choice, Quot.sound]
```

## Two energies, two slopes and one step

Let $x$ be the coordinate along the search line, with the bracket ends at $x=0$ and $x=1$. The model energy is a real polynomial $p$ of degree at most three, with
$$p(0)=f_0,\quad p(1)=f_1,\quad p'(0)=g_0,\quad p'(1)=g_1 .$$
The predicate `IsCubicModel p f0 f1 g0 g1` collects these four equations and the degree bound. From the data one forms
$$d_1=g_0+g_1-3(f_1-f_0),\qquad d_2=\sqrt{d_1^2-g_0g_1},$$
$$t=1-\frac{g_1+d_2-d_1}{g_1-g_0+2d_2}.$$
In Lean these are `d₁`, `d₂` and `cubicStep`. They take only the four numbers as arguments, so the step is computed without first constructing $p$.

The theorem `cubicStep_unique_minimizer` assumes $g_0<0<g_1$. It concludes that $t$ lies in the open interval `Set.Ioo 0 1`, and that $p(t)<p(x)$ for every other $x$ in the closed interval `Set.Icc 0 1`. The strict inequality expresses uniqueness. The theorem `isCubicModel_witness` supplies an explicit polynomial for any four data values, so a model always exists.

## Forces, brackets and the range of the model

If the geometries along the line are $R_0+xs$, where $s$ is the full displacement across the bracket, then the slope at each end is $-F\cdot s$, with $F$ the force there. The condition $g_0<0$ says that the search direction is downhill at the start, and $g_1>0$ says that the far end lies on a rising part of the curve.

For a bracket $[a,b]$ in another coordinate, `bracket_unique_minimizer` places the minimum at $a+(b-a)t$. The slopes that enter $t$ must be multiplied by the bracket length $b-a$; the energies are unchanged.

The result concerns the interpolating cubic in exact real arithmetic. A true energy surface is generally not cubic along the line, so its own minimum may lie elsewhere. The minimum is also relative to the bracket: a cubic with a nonzero leading coefficient is unbounded below on the whole line.

The condition on the right-hand slope matters. Take $p(x)=x^2-3x$, for which $g_0=-3$, $g_1=-1$ and $f_1-f_0=-2$. Then $d_1=2$, $d_2=1$ and $t=3/2$. The formula finds the bottom of the parabola, but this lies beyond the bracket, on which the minimizer is $x=1$.

## From the data to a factored slope

Write $p(x)=c_0+c_1x+c_2x^2+c_3x^3$. The left-end data give $c_0=f_0$ and $c_1=g_0$. The right-end data give
$$c_2+c_3=f_1-f_0-g_0,\qquad 2c_2+3c_3=g_1-g_0 .$$
Solving these yields $c_2=-(d_1+g_0)$ and $c_3=A/3$, where $A=g_0+g_1+2d_1$. Hence
$$p'(x)=g_0-2(d_1+g_0)x+Ax^2 .$$

Since $g_0g_1<0$, we have $d_2^2=d_1^2-g_0g_1>d_1^2$, and so $d_2>|d_1|$. The denominator $N=g_1-g_0+2d_2$ is therefore positive. Moreover,
$$t=\frac{d_2+d_1-g_0}{N},\qquad 1-t=\frac{g_1+d_2-d_1}{N},$$
and both numerators are positive. This puts $t$ strictly between 0 and 1.

Next, set $u=d_2-d_1-g_0$. Using $d_2^2=d_1^2-g_0g_1$,
$$(d_2+d_1-g_0)\,u=(d_2-g_0)^2-d_1^2=-g_0N,$$
so $tu=-g_0$. Expanding in the same way gives
$$A(d_2+d_1-g_0)-(d_2+d_1+g_0)N=2(d_1^2-g_0g_1-d_2^2)=0,$$
so $At=d_2+d_1+g_0$.

Now let $v=d_2+d_1+g_1$ and $K(x)=(1-x)u+xv$. Because $v-u=A$, we have $K(x)=u+Ax$, and the two relations give
$$(x-t)K(x)=-tu+(u-At)x+Ax^2=p'(x).$$
Both $u$ and $v$ are positive, so their weighted mean $K(x)$ is positive on $[0,1]$. The slope therefore vanishes in the bracket only at $t$.

For the energy, note that $K(t)=u+At=2d_2$, and hence $K(y)=2d_2+A(y-t)$ for every $y$. Integrating the slope from $t$ to $x$ gives
$$p(x)-p(t)=(x-t)^2\left(d_2+\frac{A(x-t)}3\right)
=\frac{(x-t)^2}{3}\bigl(d_2+K(x)\bigr).$$
Since $K(x)>0$, the energy exceeds $p(t)$ by at least $d_2(x-t)^2/3$, which is positive when $x\ne t$. The calculation also shows what $d_2$ means: $p''(t)=K(t)=2d_2$, so it is half the curvature at the minimum.

## The same argument in Lean

The lemma `model_eval` expands $p$ and its derivative as finite sums of coefficients and solves the four linear equations. The inequality $|d_1|<d_2$ is `abs_d₁_lt_d₂`, and `cubicStep_mem` draws from it the position of $t$. The relations for $At$ and $tu$ form `cubicStep_relations`, and `weight_pos` proves $K(x)>0$.

With these in hand, `slope_eq_zero_iff` proves the factorization of $p'$ and cancels the positive factor. The lemma `quadratic_growth` verifies the formula for $p(x)-p(t)$ by algebra, where the derivation above integrates. The main theorem combines this bound with $d_2>0$. For a general bracket, the proof composes $p$ with the map $x\mapsto a+(b-a)x$, whose chain-rule factor is the $b-a$ in the slopes.

The proof turns on the tactic `linear_combination`. Given equations already proved and a multiplier for each, it subtracts the weighted equations from the goal and asks `ring` to confirm that what remains is an identity. The factorization of the slope is proved by `linear_combination x * r1 + r2`, where `r1` is the relation for $At$ and `r2` the one for $tu$. In words: add $x$ times the first relation to the second, and the two sides agree.

In these steps `ring` treats $d_2$ as an unknown letter and knows nothing of its square root. That information enters `cubicStep_relations` through the equation `hs`, which states $d_2^2=d_1^2-g_0g_1$ and is obtained from `Real.sq_sqrt` once the radicand is known to be nonnegative. The denominator is cleared there too: `div_mul_cancel₀` removes the division in `ht`, and `mul_right_cancel₀` allows each relation to be proved after multiplication by the nonzero $N$. The later factorizations are therefore purely polynomial.

## The secant step as a special case

Suppose that the energy difference equals the mean of the end slopes, $2(f_1-f_0)=g_0+g_1$. Then $d_1=-(g_0+g_1)/2$ and $A=0$, so a matching model has no cubic term. If $g_0<g_1$, the radicand is $(g_1-g_0)^2/4$, so $d_2=(g_1-g_0)/2$ and
$$t=1-\frac{2g_1}{2(g_1-g_0)}=\frac{-g_0}{g_1-g_0}.$$
This is the secant step, the zero of the straight line through the two end slopes. The theorem `cubicStep_eq_secant` proves the equality by the same substitutions. It needs only $g_0<g_1$, not opposite signs, and by itself does not place the step inside the bracket.
